# Arbitrarily weak site energies can make all levels of a finite Hermitian matrix distinct

Let $H$ be a Hermitian $n\times n$ matrix and let $\varepsilon>0$. There are real numbers $d_0,\dots,d_{n-1}$, all with $|d_i|<\varepsilon$, such that $H+\mathrm{diag}(d_0,\dots,d_{n-1})$ has $n$ distinct eigenvalues.

## Degenerate levels and site disorder

An electron hopping on a symmetric ring of three or more identical sites, with no magnetic field, has degenerate levels: states running clockwise and anticlockwise share an energy. In a real molecule or material the sites may differ, since a substituent, a strain or a nearby charge can shift the energy of one site relative to another. The question is whether such shifts can remove every degeneracy at once, however weak they must be.

For a one-electron tight-binding model with finitely many sites, one orbital on each site and spin left out, the answer is yes. The same holds for any quantum system represented by a finite Hermitian matrix, provided that each diagonal entry may be shifted separately.

The non-crossing rule concerns how many parameters must be tuned to bring two levels together. The result used here is more modest: along a line $H+tV$, with $V$ Hermitian and itself free of degeneracy, levels coincide for at most finitely many real $t$. Crossings at isolated couplings remain possible.

## What the theorems say

The Hamiltonian is a complex matrix indexed by `Fin n`, so the sites are numbered from $0$ to $n-1$. The eigenvalue equation is $Mv=Ev$ with no overlap matrix, which corresponds to an orthonormal basis. Energies are pure numbers in a common unit.

`Nondegenerate M` means that there are $n$ distinct real numbers $E_i$, each with a nonzero vector $v$ satisfying $Mv=E_iv$. The word refers to the spectrum; it does not mean that $M$ is invertible.

The main theorem, `exists_weak_disorder`, takes `H.IsHermitian` and `0 < ε`. It returns real site energies `d` with `|d i| < ε` for every site, for which `H + diagonal fun i => (d i : ℂ)` is nondegenerate. The theorem `finite_degenerate_couplings` is the statement about the line $H+tV$.

"Disorder" here means a suitable set of site energies. The theorem gives no probability for a random draw and no lower bound on the resulting splittings. The step from the matrix to a material is the assumption that every diagonal entry can be shifted independently. If the basis includes spin, for example, the two spin states on a site may need different shifts, which a purely electrostatic disorder does not supply.

## A discriminant built from moments

Let $M$ be Hermitian with eigenvalues $\lambda_0,\dots,\lambda_{n-1}$, repeated according to multiplicity. Write $M=U\,\mathrm{diag}(\lambda)\,U^\dagger$ with $U$ unitary. In $M^k$ the inner factors $U^\dagger U$ cancel, and the trace is cyclic, so

$$\mathrm{tr}\,M^k=\sum_a\lambda_a^k .$$

Define the level discriminant $\Delta(M)$ as the determinant of the matrix with entries $G_{ij}=\mathrm{tr}\,M^{i+j}$, where $i,j=0,\dots,n-1$. With the Vandermonde matrix $X_{ai}=\lambda_a^i$,

$$G_{ij}=\sum_a\lambda_a^i\lambda_a^j=(X^{T}X)_{ij},$$

and therefore

$$\Delta(M)=(\det X)^2=\prod_{a<b}(\lambda_b-\lambda_a)^2 .$$

This vanishes exactly when two levels coincide. It is also computed from the matrix entries by multiplication and addition alone, without solving for the levels.

## Finitely many exceptional couplings

Let $H$ and $V$ be Hermitian, with $V$ nondegenerate. The entries of $V+sH$ are linear in $s$, so $p(s)=\Delta(V+sH)$ is a polynomial. At $s=0$ it equals $\Delta(V)\neq0$. Hence $p$ is not the zero polynomial and has finitely many roots.

For real $t\neq0$,

$$H+tV=t\,(V+t^{-1}H).$$

Multiplication by $t$ rescales all levels and keeps distinct levels distinct. So $H+tV$ can be degenerate only if $p(1/t)=0$ or $t=0$, which leaves finitely many values of $t$.

Something must be asked of $V$: if $V$ is the identity and $H$ is degenerate, every $t$ fails.

Now take $V=\mathrm{diag}(0,1,\dots,n-1)$, whose levels are distinct. The interval $0<t<\varepsilon/(n+1)$ contains infinitely many numbers, so it contains one that is not exceptional. Set $d_i=ti$. Then $0\le d_i\le tn<\varepsilon$, and $H+\mathrm{diag}(d)=H+tV$ has $n$ distinct levels.

## Three sites on a ring

Take three sites with every hopping element equal to $1$ and zero site energies. The levels are $-1,-1,2$. A numerical diagonalisation returns some orthonormal pair of vectors for the double level, and any rotation of that pair would serve equally well.

Add $t\,\mathrm{diag}(0,1,2)$. Writing each level as $t+\mu$, the characteristic equation is

$$\mu^3-(t^2+3)\mu-2=0,$$

with discriminant $4t^2(t^4+9t^2+27)$. The only real exceptional coupling is $t=0$. In the variable $s=1/t$ the polynomial of the general argument is $p(s)=4(1+9s^2+27s^4)$, which has no real root.

For $t=0.01$ the site energies are $0$, $0.01$ and $0.02$, and the levels are approximately $-0.9958$, $-0.9842$ and $2.0100$. To first order the double level splits by $2t/\sqrt3$. Each normalised eigenvector is now fixed up to a phase. As $t\to0^+$ the lower two tend to $(u\pm w)/\sqrt2$, where $u=(1,0,-1)/\sqrt2$ and $w=(1,-2,1)/\sqrt6$. These limits depend on the chosen ladder of site energies as well as on $H$.

## The Lean development

```lean
import Mathlib

open Matrix

namespace DisorderLiftsDegeneracy

variable {n : ℕ}

/-- The `n`-level matrix `M` has `n` distinct real eigenvalues, each with a nonzero eigenvector. -/
def Nondegenerate (M : Matrix (Fin n) (Fin n) ℂ) : Prop :=
  ∃ E : Fin n → ℝ, Function.Injective E ∧
    ∀ i, ∃ v : Fin n → ℂ, v ≠ 0 ∧ M *ᵥ v = (E i : ℂ) • v

/-- The level discriminant: the determinant of the matrix of spectral moments `tr M^(i+j)`,
with `i` and `j` running from `0` to `n - 1`. -/
def levelDisc {R : Type*} [CommRing R] (M : Matrix (Fin n) (Fin n) R) : R :=
  (Matrix.of fun i j : Fin n => (M ^ ((i : ℕ) + (j : ℕ))).trace).det

/-- The moments of a diagonalised matrix `U diag(E) W`, with `W U = 1`, are the power sums
of its levels. -/
theorem trace_pow_of_diagonalised {M U W : Matrix (Fin n) (Fin n) ℂ} {E : Fin n → ℂ}
    (hWU : W * U = 1) (hM : M = U * diagonal E * W) (k : ℕ) :
    (M ^ k).trace = ∑ i, E i ^ k := by
  have hk : M ^ k = U * diagonal E ^ k * W := by
    subst hM
    induction k with
    | zero => simp [mul_eq_one_comm.1 hWU]
    | succ k ih =>
      rw [pow_succ, pow_succ, ih]
      calc U * diagonal E ^ k * W * (U * diagonal E * W)
          = U * diagonal E ^ k * (W * U) * diagonal E * W := by simp only [mul_assoc]
        _ = U * (diagonal E ^ k * diagonal E) * W := by
            rw [hWU, mul_one]; simp only [mul_assoc]
  rw [hk, Matrix.trace_mul_comm, ← mul_assoc, hWU, one_mul]
  simp [Matrix.diagonal_pow, Matrix.trace_diagonal]

/-- A Hermitian matrix is diagonalised by an invertible matrix, with its real eigenvalues on
the diagonal. -/
theorem exists_diagonalisation {M : Matrix (Fin n) (Fin n) ℂ} (hM : M.IsHermitian) :
    ∃ U W : Matrix (Fin n) (Fin n) ℂ, U * W = 1 ∧ W * U = 1 ∧
      M = U * diagonal (fun i => (hM.eigenvalues i : ℂ)) * W := by
  refine ⟨hM.eigenvectorUnitary, star (hM.eigenvectorUnitary : Matrix (Fin n) (Fin n) ℂ),
    Matrix.mem_unitaryGroup_iff.1 hM.eigenvectorUnitary.2,
    Matrix.mem_unitaryGroup_iff'.1 hM.eigenvectorUnitary.2, ?_⟩
  have h := hM.spectral_theorem
  rw [Unitary.conjStarAlgAut_apply] at h
  exact h

/-- For a Hermitian matrix the level discriminant is the squared product of all level
differences. -/
theorem levelDisc_eq {M : Matrix (Fin n) (Fin n) ℂ} (hM : M.IsHermitian) :
    levelDisc M =
      (∏ i, ∏ j ∈ Finset.Ioi i, ((hM.eigenvalues j : ℂ) - (hM.eigenvalues i : ℂ))) ^ 2 := by
  obtain ⟨U, W, -, hWU, h⟩ := exists_diagonalisation hM
  -- the moment matrix is a Vandermonde matrix's transpose times itself
  have hG : (Matrix.of fun i j : Fin n => (M ^ ((i : ℕ) + (j : ℕ))).trace) =
      (vandermonde fun i => (hM.eigenvalues i : ℂ))ᵀ *
        vandermonde fun i => (hM.eigenvalues i : ℂ) := by
    ext i j
    rw [Matrix.of_apply, trace_pow_of_diagonalised hWU h]
    simp [Matrix.mul_apply, vandermonde_apply, pow_add]
  rw [levelDisc, hG, det_mul, det_transpose, det_vandermonde, sq]

/-- A Hermitian matrix has a nondegenerate spectrum exactly when its level discriminant does
not vanish. -/
theorem levelDisc_ne_zero_iff {M : Matrix (Fin n) (Fin n) ℂ} (hM : M.IsHermitian) :
    levelDisc M ≠ 0 ↔ Nondegenerate M := by
  have h : levelDisc M = (vandermonde fun i => (hM.eigenvalues i : ℂ)).det ^ 2 := by
    rw [levelDisc_eq hM, det_vandermonde]
  rw [h, pow_ne_zero_iff two_ne_zero, det_vandermonde_ne_zero_iff]
  constructor
  · intro hi
    refine ⟨hM.eigenvalues, fun a b hab => hi (congrArg Complex.ofReal hab), fun i =>
      ⟨(hM.eigenvectorBasis i).ofLp, fun h0 => ?_, ?_⟩⟩
    · apply hM.eigenvectorBasis.orthonormal.ne_zero i
      ext k
      simpa using congrFun h0 k
    · rw [hM.mulVec_eigenvectorBasis]
      ext k
      simp
  · rintro ⟨E, hE, hv⟩
    obtain ⟨U, W, hUW, hWU, hd⟩ := exists_diagonalisation hM
    have hWM : W * M = diagonal (fun i => (hM.eigenvalues i : ℂ)) * W :=
      calc W * M = W * (U * diagonal (fun i => (hM.eigenvalues i : ℂ)) * W) :=
            congrArg (W * ·) hd
        _ = W * U * diagonal (fun i => (hM.eigenvalues i : ℂ)) * W := by
            simp only [mul_assoc]
        _ = _ := by rw [hWU, one_mul]
    -- every `E i` occurs in the list of eigenvalues
    have hmem : ∀ i, ∃ k, hM.eigenvalues k = E i := by
      intro i
      obtain ⟨v, hv0, hv⟩ := hv i
      have hw : W *ᵥ v ≠ 0 := fun h0 => hv0 (by
        rw [← one_mulVec v, ← hUW, ← mulVec_mulVec, h0, mulVec_zero])
      obtain ⟨k, hk⟩ := Function.ne_iff.1 hw
      have he : diagonal (fun i => (hM.eigenvalues i : ℂ)) *ᵥ (W *ᵥ v) =
          (E i : ℂ) • (W *ᵥ v) := by
        rw [mulVec_mulVec, ← hWM, ← mulVec_mulVec, hv, mulVec_smul]
      have hek := congrFun he k
      rw [mulVec_diagonal, Pi.smul_apply, smul_eq_mul] at hek
      exact ⟨k, Complex.ofReal_injective (mul_right_cancel₀ hk hek)⟩
    choose f hf using hmem
    have hfi : Function.Injective f := fun a b hab => hE (by rw [← hf a, ← hf b, hab])
    intro a b hab
    obtain ⟨a, rfl⟩ := Finite.injective_iff_surjective.1 hfi a
    obtain ⟨b, rfl⟩ := Finite.injective_iff_surjective.1 hfi b
    have hab' := Complex.ofReal_injective hab
    rw [hf, hf] at hab'
    rw [hE hab']

/-- Along a line `A + s B` of matrices the level discriminant is a polynomial in `s`. -/
theorem levelDisc_polynomial (A B : Matrix (Fin n) (Fin n) ℂ) :
    ∃ p : Polynomial ℂ, ∀ s : ℂ, p.eval s = levelDisc (A + s • B) := by
  refine ⟨levelDisc (A.map Polynomial.C + (Polynomial.X : Polynomial ℂ) • B.map Polynomial.C),
    fun s => ?_⟩
  set P := A.map Polynomial.C + (Polynomial.X : Polynomial ℂ) • B.map Polynomial.C with hP
  have hs : (Polynomial.evalRingHom s).mapMatrix P = A + s • B := by
    ext i j
    simp [hP]
    ring
  -- evaluation at `s` commutes with powers, traces and determinants
  rw [← Polynomial.coe_evalRingHom, levelDisc, RingHom.map_det, levelDisc, ← hs]
  congr 1
  ext i j
  rw [Matrix.of_apply, ← map_pow]
  simp [Matrix.trace, Polynomial.eval_finsetSum]

/-- If `H` and `V` are Hermitian and `V` has a nondegenerate spectrum, then `H + t V` fails to
have a nondegenerate spectrum for only finitely many real couplings `t`. -/
theorem finite_degenerate_couplings {H V : Matrix (Fin n) (Fin n) ℂ} (hH : H.IsHermitian)
    (hV : V.IsHermitian) (hs : Nondegenerate V) :
    {t : ℝ | ¬ Nondegenerate (H + (t : ℂ) • V)}.Finite := by
  obtain ⟨p, hp⟩ := levelDisc_polynomial V H
  have hp0 : p ≠ 0 := by
    rintro rfl
    apply (levelDisc_ne_zero_iff hV).2 hs
    simpa using (hp 0).symm
  have hinj : Function.Injective fun t : ℝ => ((t⁻¹ : ℝ) : ℂ) :=
    Complex.ofReal_injective.comp inv_injective
  refine (((Polynomial.finite_setOfPred_isRoot hp0).preimage hinj.injOn).insert 0).subset ?_
  intro t ht
  by_contra hn
  rw [Set.mem_insert_iff, not_or] at hn
  obtain ⟨ht0, hroot⟩ := hn
  have hherm : (V + ((t⁻¹ : ℝ) : ℂ) • H).IsHermitian := by
    rw [Matrix.IsHermitian, conjTranspose_add, conjTranspose_smul, hV.eq, hH.eq,
      Complex.star_def, Complex.conj_ofReal]
  have hd : levelDisc (V + ((t⁻¹ : ℝ) : ℂ) • H) ≠ 0 := by
    rw [← hp]
    exact hroot
  -- rescale `V + H / t` by `t`
  obtain ⟨E, hE, hv⟩ := (levelDisc_ne_zero_iff hherm).1 hd
  have hscale : H + (t : ℂ) • V = (t : ℂ) • (V + ((t⁻¹ : ℝ) : ℂ) • H) := by
    rw [smul_add, smul_smul, ← Complex.ofReal_mul, mul_inv_cancel₀ ht0, Complex.ofReal_one,
      one_smul, add_comm]
  refine ht ⟨fun i => t * E i, fun a b h => hE (mul_left_cancel₀ ht0 h), fun i => ?_⟩
  obtain ⟨v, hv0, hv⟩ := hv i
  exact ⟨v, hv0, by rw [hscale, smul_mulVec, hv, smul_smul, Complex.ofReal_mul]⟩

/-- Arbitrarily weak site disorder can lift every degeneracy: for Hermitian `H` and `ε > 0`
there are real site energies of modulus below `ε` that make all `n` eigenvalues distinct. -/
theorem exists_weak_disorder {H : Matrix (Fin n) (Fin n) ℂ} (hH : H.IsHermitian)
    {ε : ℝ} (hε : 0 < ε) :
    ∃ d : Fin n → ℝ, (∀ i, |d i| < ε) ∧
      Nondegenerate (H + diagonal fun i => (d i : ℂ)) := by
  -- a ladder of site energies `0, 1, ..., n - 1`
  let V : Matrix (Fin n) (Fin n) ℂ := diagonal fun i => (((i : ℕ) : ℝ) : ℂ)
  have hV : V.IsHermitian := by
    rw [Matrix.IsHermitian, diagonal_conjTranspose]
    congr 1
    ext i
    simp
  have hs : Nondegenerate V := by
    refine ⟨fun i => ((i : ℕ) : ℝ), fun a b h => Fin.ext (Nat.cast_injective h), fun i =>
      ⟨Pi.single i 1, fun h => by simpa using congrFun h i, ?_⟩⟩
    ext k
    rw [mulVec_diagonal]
    by_cases h : k = i
    · subst h
      simp
    · simp [h]
  have hn : (0 : ℝ) < n + 1 := by positivity
  -- a small scale `t` that avoids the finitely many exceptional couplings
  obtain ⟨t, ⟨ht0, ht1⟩, ht⟩ := ((Set.Ioo_infinite (div_pos hε hn)).sdiff
    (finite_degenerate_couplings hH hV hs)).nonempty
  refine ⟨fun i => t * ((i : ℕ) : ℝ), fun i => ?_, ?_⟩
  · have hi : ((i : ℕ) : ℝ) < n := Nat.cast_lt.2 i.isLt
    rw [lt_div_iff₀ hn] at ht1
    rw [abs_of_nonneg (by positivity)]
    nlinarith
  · have hD : (diagonal fun i : Fin n => ((t * ((i : ℕ) : ℝ) : ℝ) : ℂ)) = (t : ℂ) • V := by
      ext i j
      by_cases h : i = j
      · subst h
        simp [V]
      · simp [V, h]
    rw [hD]
    exact not_not.1 ht

end DisorderLiftsDegeneracy
```

```lean
#print axioms DisorderLiftsDegeneracy.exists_weak_disorder
```

```
'DisorderLiftsDegeneracy.exists_weak_disorder' depends on axioms: [propext, Classical.choice, Quot.sound]
```

## From moments to distinct levels in Lean

`trace_pow_of_diagonalised` proves the power-sum formula for $M=U\,\mathrm{diag}(E)\,W$ with $WU=1$. Induction on `k` establishes $M^k=U\,\mathrm{diag}(E)^k\,W$, with `hWU` cancelling the matrix factor $WU$ in the middle at each step. `Matrix.trace_mul_comm` then supplies the cyclicity of the trace. `exists_diagonalisation` provides such matrices from Mathlib's spectral theorem: $U$ has the eigenvectors as columns and $W$ is its adjoint.

`levelDisc_eq` checks entry by entry that the moment matrix is $X^TX$, and then uses the Vandermonde determinant. The product over `Finset.Ioi i` runs over $j>i$, so each pair of levels occurs once.

`levelDisc_ne_zero_iff` connects the discriminant with the definition of `Nondegenerate`. If the discriminant is nonzero, Mathlib's eigenvalues are distinct, and its eigenvector basis supplies the required vectors.

The converse starts from arbitrary distinct numbers $E_i$ with eigenvectors $v$. The vector $Wv$ is nonzero and satisfies $\mathrm{diag}(\lambda)Wv=E_iWv$. Comparing a nonzero component $k$ gives $\lambda_k=E_i$. The resulting map $i\mapsto k$ is injective, hence also surjective on a finite index set, so the list $\lambda$ has no repetitions.

## From a polynomial to a choice of disorder in Lean

`levelDisc_polynomial` forms the discriminant of a matrix whose entries are polynomials, which is why `levelDisc` is defined over any commutative ring. Evaluation at $s$ is a ring homomorphism, so it passes through powers, traces and the determinant.

`finite_degenerate_couplings` applies this with $A=V$ and $B=H$. The hypothesis on $V$ shows that `p` is nonzero. The exceptional set is then contained in the preimage of the roots under $t\mapsto t^{-1}$, with `0` inserted. That preimage is finite because inversion is injective. For any other $t$, `hscale` is the identity $H+tV=t(V+t^{-1}H)$, and the levels of $V+t^{-1}H$ are multiplied by $t$ while their eigenvectors stay the same.

`exists_weak_disorder` verifies that the ladder $V$ is Hermitian and nondegenerate, with the unit vectors `Pi.single i 1` as eigenvectors. Removing a finite set from the infinite interval leaves a usable `t`. The remaining steps prove the bound on $|d_i|$ and identify the diagonal matrix of site energies with $tV$.
